# For a unit vector, the sigma and pi channels on traceless symmetric 3×3 matrices have traces 1 and 2, out of 5

Real traceless symmetric 3×3 matrices, read as quadratic forms, describe the angular functions of a d shell, and a unit vector `d` in real three-dimensional space fixes an axis. `channel_traces` concerns three linear maps on all real 3×3 matrices: taking the traceless symmetric part, and doing so and then applying the sigma or the pi channel along `d`. It states that the sigma map has trace 1, the pi map trace 2, and the traceless symmetric part alone trace 5. The proof writes each trace as a sum over the nine matrix units, expands the definitions, and finishes the first two sums with the unit-length condition and the third by arithmetic alone.

An attempt in Lean 4 with a fault in it:

```lean
import Mathlib

open Matrix Module

namespace ChannelTraces

noncomputable section

/-- Real 3x3 matrices. -/
abbrev M3 := Matrix (Fin 3) (Fin 3) ℝ

/-- The traceless symmetric part of a matrix. -/
def toShell : End ℝ M3 where
  toFun Q := (1 / 2 : ℝ) • (Q + Qᵀ) - (Q.trace / 3) • (1 : M3)
  map_add' A B := by
    simp only [transpose_add, trace_add]
    module
  map_smul' r A := by
    simp only [transpose_smul, trace_smul, smul_eq_mul, RingHom.id_apply]
    module

/-- The axial component `q = dᵀ Q d`. -/
def axial (d : Fin 3 → ℝ) (Q : M3) : ℝ := d ⬝ᵥ Q *ᵥ d

/-- The vector `w = Q d - q d`. -/
def transverse (d : Fin 3 → ℝ) (Q : M3) : Fin 3 → ℝ := Q *ᵥ d - axial d Q • d

/-- The sigma channel `Q ↦ (3/2) q (d dᵀ - I/3)`. -/
def sigmaProj (d : Fin 3 → ℝ) : End ℝ M3 where
  toFun Q := (3 / 2 * axial d Q) • (vecMulVec d d - (1 / 3 : ℝ) • (1 : M3))
  map_add' A B := by
    simp only [axial, add_mulVec, dotProduct_add]
    module
  map_smul' r A := by
    simp only [axial, smul_mulVec, dotProduct_smul, smul_eq_mul, RingHom.id_apply]
    module

/-- The pi channel `Q ↦ d wᵀ + w dᵀ`. -/
def piProj (d : Fin 3 → ℝ) : End ℝ M3 where
  toFun Q := vecMulVec d (transverse d Q) + vecMulVec (transverse d Q) d
  map_add' A B := by
    ext i j
    simp only [transverse, axial, add_mulVec, dotProduct_add, vecMulVec_apply,
      Matrix.add_apply, Pi.add_apply, Pi.sub_apply, Pi.smul_apply, smul_eq_mul]
    ring
  map_smul' r A := by
    ext i j
    simp only [transverse, axial, smul_mulVec, dotProduct_smul, vecMulVec_apply,
      Matrix.add_apply, Matrix.smul_apply, Pi.sub_apply, Pi.smul_apply, smul_eq_mul,
      RingHom.id_apply]
    ring

variable {d : Fin 3 → ℝ}

/-- The trace of a linear map on 3x3 matrices is the sum of its diagonal elements in the basis
of matrix units. -/
theorem trace_eq_sum (P : End ℝ M3) : LinearMap.trace ℝ M3 P =
    ∑ i, ∑ j, P (Matrix.of fun a b => if a = i ∧ b = j then 1 else 0) i j := by
  let e : M3 ≃ₗ[ℝ] (Fin 3 × Fin 3 → ℝ) :=
    { toFun := fun Q p => Q p.1 p.2
      invFun := fun v => Matrix.of fun i j => v (i, j)
      map_add' := fun _ _ => rfl
      map_smul' := fun _ _ => rfl
      left_inv := fun _ => rfl
      right_inv := fun _ => rfl }
  rw [LinearMap.trace_eq_matrix_trace ℝ (Basis.ofEquivFun e) P, Matrix.trace,
    Fintype.sum_prod_type]
  refine Finset.sum_congr rfl fun i _ => Finset.sum_congr rfl fun j _ => ?_
  rw [Matrix.diag_apply, LinearMap.toMatrix_apply, Basis.ofEquivFun_repr_apply,
    Basis.coe_ofEquivFun]
  have h : e.symm (Pi.single (i, j) 1) =
      Matrix.of fun a b => if a = i ∧ b = j then (1 : ℝ) else 0 := by
    ext a b
    change (Pi.single (i, j) (1 : ℝ) : Fin 3 × Fin 3 → ℝ) (a, b) = if a = i ∧ b = j then 1 else 0
    simp [Pi.single_apply]
  change P (e.symm (Pi.single (i, j) 1)) i j = _
  rw [h]

/-- For a unit vector `d`, the sigma channel, the pi channel and the identity, each applied
after taking the traceless symmetric part, have traces 1, 2 and 5. -/
theorem channel_traces (hd : d ⬝ᵥ d = 1) :
    LinearMap.trace ℝ M3 (sigmaProj d * toShell) = 1 ∧
    LinearMap.trace ℝ M3 (piProj d * toShell) = 2 ∧ LinearMap.trace ℝ M3 toShell = 5 := by
  have h : d 0 * d 0 + d 1 * d 1 + d 2 * d 2 = 1 := by
    simpa only [dotProduct, Fin.sum_univ_three] using hd
  refine ⟨?_, ?_, ?_⟩ <;> rw [trace_eq_sum] <;>
    simp only [Module.End.mul_apply, sigmaProj, piProj, toShell, LinearMap.coe_mk,
      AddHom.coe_mk, transverse, axial, mulVec, dotProduct, trace_fin_three,
      Fin.sum_univ_three, vecMulVec_apply, Matrix.add_apply, Matrix.sub_apply,
      Matrix.smul_apply, transpose_apply, Matrix.one_apply, Matrix.of_apply, Pi.sub_apply,
      Pi.smul_apply, smul_eq_mul]
  · simp
    linear_combination (d 0 * d 0 + d 1 * d 1 + d 2 * d 2 + 1) * h
  · simp
    linear_combination (2 - 4 / 3 * (d 0 * d 0 + d 1 * d 1 + d 2 * d 2)) * h
  · norm_num

end

end ChannelTraces
```

Messages:

```
Main.lean:96:2: error: unsolved goals
case refine_3
d : Fin 3 → ℝ
hd : d ⬝ᵥ d = 1
h : d 0 * d 0 + d 1 * d 1 + d 2 * d 2 = 1
⊢ 1 - (1 + if 2 = 0 then 1 else 0) / 3 + 1 / 2 +
          (1 / 2 * (1 + if 2 = 0 ∧ 0 = 2 then 1 else 0) -
            if 0 = 2 then ((if 0 = 2 then 1 else 0) + if 2 = 0 then 1 else 0) / 3 else 0) +
        (1 / 2 + (1 - (1 + if 2 = 1 then 1 else 0) / 3) +
          (1 / 2 * (1 + if 2 = 1 ∧ 1 = 2 then 1 else 0) -
            if 1 = 2 then ((if 1 = 2 then 1 else 0) + if 2 = 1 then 1 else 0) / 3 else 0)) +
      ((1 / 2 * (1 + if 0 = 2 ∧ 2 = 0 then 1 else 0) -
            if 2 = 0 then ((if 0 = 2 then 1 else 0) + if 2 = 0 then 1 else 0) / 3 else 0) +
          (1 / 2 * (1 + if 1 = 2 ∧ 2 = 1 then 1 else 0) -
            if 2 = 1 then ((if 1 = 2 then 1 else 0) + if 2 = 1 then 1 else 0) / 3 else 0) +
        (1 - (((if 0 = 2 then 1 else 0) + if 1 = 2 then 1 else 0) + 1) / 3)) =
    5
```

Cause. The one error says that `norm_num` left the third goal, the trace 5, unproved. What remains is a sum full of conditions such as `if 2 = 0 then 1 else 0`. The numbers compared there are matrix indices, of type `Fin 3`, and not real numbers.

To refute an equation between numerals, `norm_num` relies on characteristic zero, which `Fin 3` lacks, since its arithmetic wraps round at 3. Comparisons of 0 with 1 have gone from the goal, as the general fact that zero differs from one settles them, but those between 2 and another index remain. With these conditions undecided, the sum can't be evaluated.

The repair calls `simp` first. It has built-in procedures that compare literals in `Fin` directly, so it finds each of these equations false and removes the conditions. Only arithmetic on real numbers is then left, and the `norm_num` that follows proves it.

Lean accepts the file once it reads:

```diff
@@ -94,5 +94,6 @@
   · simp
     linear_combination (2 - 4 / 3 * (d 0 * d 0 + d 1 * d 1 + d 2 * d 2)) * h
-  · norm_num
+  · simp
+    norm_num
 
 end
```
